# An occupied orbital spread evenly over two orthonormal basis functions gives each a Mulliken population of 1/2, not counting spin

The theorem `delocalized_population` concerns one occupied orbital with equal coefficients on two orthonormal basis functions, each of which is a fragment of its own. The coefficients are written as 1 and 1, so the orbital is not normalised (normalised, they would be 1/√2 each), and the inverse of its overlap in the density matrix makes up for this. The claim is that the Mulliken population of either fragment, with no factor for spin, is 1/2. The proof first shows that the inverse overlap is the one-by-one matrix with entry 1/2, then puts this into the density matrix and leaves the arithmetic for each fragment to `norm_num`.

Lean 4 with Mathlib refuses this proof:

```lean
import Mathlib

open Matrix

namespace FragmentLocalOrbitals

noncomputable section

variable {m n F : Type*} [Fintype m] [Fintype n] [DecidableEq n] [DecidableEq F]

/-- The overlap matrix of the occupied orbitals whose coefficients are the columns of `T`. -/
def occOverlap (S : Matrix m m ℝ) (T : Matrix m n ℝ) : Matrix n n ℝ :=
  Tᵀ * S * T

/-- The one-particle density matrix of nonorthogonal occupied orbitals. -/
def densityMatrix (S : Matrix m m ℝ) (T : Matrix m n ℝ) : Matrix m m ℝ :=
  T * (occOverlap S T)⁻¹ * Tᵀ

/-- The Mulliken population of fragment `A` for the matrix `P`, with no factor for spin. -/
def fragmentPopulation (f : m → F) (S P : Matrix m m ℝ) (A : F) : ℝ :=
  ∑ μ with f μ = A, (P * S) μ μ

/-- One orbital spread evenly over two orthonormal basis functions on different fragments
gives each fragment the population one half. -/
theorem delocalized_population (A : Fin 2) :
    fragmentPopulation (fun μ : Fin 2 => μ) 1
      (densityMatrix 1 (!![1; 1] : Matrix (Fin 2) (Fin 1) ℝ)) A = 1 / 2 := by
  have h : (occOverlap 1 (!![1; 1] : Matrix (Fin 2) (Fin 1) ℝ))⁻¹ = !![1 / 2] := by
    apply Matrix.inv_eq_right_inv
    ext i j
    fin_cases i
    fin_cases j
    norm_num [occOverlap, Matrix.mul_apply, Fin.sum_univ_succ]
  unfold fragmentPopulation densityMatrix
  rw [h, Finset.sum_filter]
  fin_cases A <;> norm_num [Matrix.mul_apply, Fin.sum_univ_succ]

end

end FragmentLocalOrbitals
```

Compiling this gives:

```
Main.lean:27:75: error: unsolved goals
case «0»
h : (occOverlap 1 !![1; 1])⁻¹ = !![1 / 2]
⊢ (![1 / 2] ᵥ* !![1; 1]ᵀ) 0 = 1 / 2

case «1»
h : (occOverlap 1 !![1; 1])⁻¹ = !![1 / 2]
⊢ (![1 / 2] ᵥ* !![1; 1]ᵀ) 1 * 1 (Fin.succ 0) 1 = 1 / 2
```

Diagnosis. The single error lists two goals, one for each fragment, and each is a true equation that `norm_num` left unfinished. The product of explicit matrices had been simplified to a row vector times a matrix, written `ᵥ*`. `Matrix.mul_apply` describes the entries of a product of two matrices, so it does not apply to that form, and nothing else in the call opened it up. The repair adds `Matrix.vecMul` and `dotProduct`, which turn it into a sum that `Fin.sum_univ_succ` can expand, and `Matrix.transpose_apply`, which reads off the entries of the transpose.

The second goal also keeps the factor `1 (Fin.succ 0) 1`. This is a diagonal entry of the identity matrix, which serves here as the basis overlap, but its row index is still written `Fin.succ 0` and the entry was not reduced to the number 1. Rewriting with `Matrix.mul_one` removes the identity matrix before any entries are taken, so this factor never appears. The new line breaks are only layout.

This version goes through:

```diff
@@ -33,6 +33,8 @@
     norm_num [occOverlap, Matrix.mul_apply, Fin.sum_univ_succ]
   unfold fragmentPopulation densityMatrix
-  rw [h, Finset.sum_filter]
-  fin_cases A <;> norm_num [Matrix.mul_apply, Fin.sum_univ_succ]
+  rw [h, Matrix.mul_one, Finset.sum_filter]
+  fin_cases A <;>
+    norm_num [Matrix.mul_apply, Matrix.vecMul, dotProduct, Matrix.transpose_apply,
+      Fin.sum_univ_succ]
 
 end
```
